# For real singles amplitudes t in orthonormal spin orbitals, exp(T₁) gives a normalised reference determinant the squared norm det(1 + tᵀt) ≥ 1

For a real matrix $t$ of singles amplitudes between orthonormal spin orbitals, $e^{T_1}$ turns a normalised reference determinant $\Phi_0$ into another single determinant, with squared norm $\det(1+t^Tt)=\det(1+tt^T)\ge 1$. Its orbitals are the columns of $\begin{pmatrix}1\\t\end{pmatrix}$: each occupied orbital plus an admixture of virtual ones. I know the argument as a few lines of operator algebra. Can it be proved rigorously and checked by machine, with $e^{T_1}$ as a real operator exponential and not as a name for the new determinant?

## The exponential is one determinant, and its Gram matrix gives the norm

Yes. The Lean file below proves $e^{T_1}\Phi_0=\Psi$, where $\Psi$ is the determinant of those orbitals. It also proves the norm formula, and that the norm is 1 only for $t=0$.

Take $n$ electrons, $n$ occupied and $m$ virtual spin orbitals, all orthonormal. A wavefunction is a function $\psi(p)$ of the orbital labels $p_i$ of the electrons. An orbital matrix $C$, with one column per orbital, gives the Slater determinant

$$\Phi_C(p)=\frac{1}{\sqrt{n!}}\det\big(C_{p_i j}\big)_{ij}.$$

**Overlaps.** Let $S=C^TD$ for two orbital matrices $C$ and $D$. Expand both determinants over permutations $\sigma,\tau$. The sum over all labels factorises, electron by electron:

$$\langle\Phi_C|\Phi_D\rangle=\frac1{n!}\sum_{\sigma,\tau}\operatorname{sgn}\sigma\,\operatorname{sgn}\tau\prod_i S_{\sigma(i)\tau(i)}.$$

For fixed $\sigma$, the sum over $\tau$ is the determinant of $S$ with permuted rows, $\operatorname{sgn}\sigma\det S$. The signs cancel, and the $n!$ equal terms cancel the prefactor, which leaves $\det S$.

**The exponential.** Let $X=\begin{pmatrix}0&0\\t&0\end{pmatrix}$ be the one-electron excitation operator, and let $T_1$ be its sum over electrons:

$$(T_1\psi)(p)=\sum_i\sum_q X_{p_iq}\,\psi(p\text{ with }p_i\to q).$$

Put $C(s)=\begin{pmatrix}1\\st\end{pmatrix}$ and $\Psi(s)=\Phi_{C(s)}$, so that $\Psi(0)=\Phi_0$ and $\Psi(1)=\Psi$. Then $C'(s)=\begin{pmatrix}0\\t\end{pmatrix}=XC(s)$. The product rule differentiates one electron's factor at a time, so $\Psi'(s)=T_1\Psi(s)$. Hence

$$\frac{d}{ds}\Big[e^{sT_1}\Psi(1-s)\Big]=e^{sT_1}T_1\Psi(1-s)-e^{sT_1}T_1\Psi(1-s)=0.$$

Equating the values at $s=1$ and $s=0$ gives $e^{T_1}\Phi_0=\Psi$.

**The norm.** The Gram matrix of the new orbitals is $C(1)^TC(1)=1+t^Tt$, so $\|\Psi\|^2=\det(1+t^Tt)$. The matrix is positive definite because $x^T(1+t^Tt)x=|x|^2+|tx|^2>0$ for $x\ne0$. Eliminating either diagonal block of $\begin{pmatrix}1&-t^T\\t&1\end{pmatrix}$ gives its determinant as $\det(1+t^Tt)$ or as $\det(1+tt^T)$, so the two agree.

**The bound and its equality case.** Since $C(0)^TC(1)=1$, we have $\langle\Phi_0|\Psi\rangle=1$, the intermediate normalisation. Therefore

$$0\le\|\Psi-\Phi_0\|^2=\det(1+t^Tt)-2+1=\det(1+t^Tt)-1.$$

If the determinant is 1, then $\Psi=\Phi_0$ in every component. Moving electron $i$ to virtual orbital $a$ replaces row $i$ of the unit matrix by row $a$ of $t$, so that component of $\Psi$ is $t_{ai}/\sqrt{n!}$. The same component of $\Phi_0$ is zero, hence $t=0$.

The normalised state is $\Psi/\sqrt{\det(1+t^Tt)}$, in which the reference has weight $1/\det(1+t^Tt)$.

## What the Lean statements say about electrons and orbitals

The finite type `n` labels the electrons, the occupied orbitals and the columns of an orbital matrix; `m` labels the virtual orbitals. An orbital label lies in `n ⊕ m`, and a wavefunction has type `(n → n ⊕ m) → ℝ`. For two or more electrons this space also contains functions that are not antisymmetric; `slater` picks out determinants in it. The sum over `p` runs over ordered assignments of labels to electrons, which is why `slater` carries $1/\sqrt{n!}$.

- `thoulessOrbitals t` is $C(1)$, and `slater (thoulessOrbitals 0)` is $\Phi_0$.
- `excite t` is $X$, and `singles t` is $T_1$ as a continuous linear operator.
- `NormedSpace.exp (singles t)` is the exponential power series of that operator.

The theorem `thouless` states $e^{T_1}\Phi_0=\Psi$. The four parts of `thouless_norm_sq` are positive definiteness of the Gram matrix, the norm formula, the equality of the two determinants and the lower bound. `det_eq_one_iff` settles when the bound is attained.

The amplitudes are real and the orbital basis is finite. Thouless' theorem is often quoted in the other direction: every determinant that overlaps with the reference is, up to a factor, of the form $e^{T_1}\Phi_0$. That direction is not stated in the file; by hand, one multiplies orbitals $\begin{pmatrix}A\\B\end{pmatrix}$ with invertible $A$ by $A^{-1}$ from the right and reads off $t=BA^{-1}$.

```lean
import Mathlib

open Matrix Finset

namespace ThoulessDeterminant

noncomputable section

variable {m n : Type*} [Fintype m] [Fintype n] [DecidableEq n]

/-- The Thouless orbitals `[1; t]`: each occupied orbital plus its admixture `t` of virtual
orbitals. Rows are labelled by occupied (`n`) and virtual (`m`) orbitals. -/
def thoulessOrbitals (t : Matrix m n ℝ) : Matrix (n ⊕ m) n ℝ := Matrix.fromRows 1 t

/-- The Slater determinant of the orbitals in the columns of `C`, with the prefactor `1/√n!` that
normalises it when these orbitals are orthonormal, as a function of the orbital labels `p i` of the
electrons. -/
def slater (C : Matrix (n ⊕ m) n ℝ) : (n → n ⊕ m) → ℝ := fun p =>
  (√((Fintype.card n).factorial : ℝ))⁻¹ * (C.submatrix p id).det

/-- The one-electron excitation operator, which sends occupied orbitals to virtual ones with
amplitudes `t`. -/
def excite (t : Matrix m n ℝ) : Matrix (n ⊕ m) (n ⊕ m) ℝ := Matrix.fromBlocks 0 0 t 0

/-- The singles cluster operator `T₁`: the sum over all electrons of the one-electron
excitation operator. -/
def singles (t : Matrix m n ℝ) : ((n → n ⊕ m) → ℝ) →L[ℝ] ((n → n ⊕ m) → ℝ) :=
  LinearMap.toContinuousLinearMap
    { toFun := fun ψ p => ∑ i, ∑ q, excite t (p i) q * ψ (Function.update p i q)
      map_add' := fun ψ χ => by
        ext p
        simp only [Pi.add_apply, mul_add, Finset.sum_add_distrib]
      map_smul' := fun c ψ => by
        ext p
        simp only [Pi.smul_apply, smul_eq_mul, RingHom.id_apply, Finset.mul_sum]
        exact Finset.sum_congr rfl fun i _ => Finset.sum_congr rfl fun q _ => by ring }

lemma det_rows (M : Matrix n n ℝ) :
    M.det = ∑ σ : Equiv.Perm n, ((Equiv.Perm.sign σ : ℤ) : ℝ) * ∏ i, M i (σ i) := by
  rw [← Matrix.det_transpose, Matrix.det_apply']
  rfl

/-- The overlap of two Slater determinants is the determinant of the overlap matrix of their
orbitals. -/
theorem slater_overlap (C D : Matrix (n ⊕ m) n ℝ) :
    ∑ p, slater C p * slater D p = (Cᵀ * D).det := by
  -- one permutation of the first determinant against the whole second determinant
  have key : ∀ σ : Equiv.Perm n, ∑ p : n → n ⊕ m,
      (∏ i, C (p i) (σ i)) * (D.submatrix p id).det
        = ((Equiv.Perm.sign σ : ℤ) : ℝ) * (Cᵀ * D).det := by
    intro σ
    rw [← Matrix.det_permute σ (Cᵀ * D), det_rows ((Cᵀ * D).submatrix σ id)]
    simp_rw [det_rows (D.submatrix _ id), Finset.mul_sum]
    rw [Finset.sum_comm]
    refine Finset.sum_congr rfl fun τ _ => ?_
    simp only [Matrix.submatrix_apply, id_eq, Matrix.mul_apply, Matrix.transpose_apply]
    rw [Finset.prod_univ_sum, Fintype.piFinset_univ, Finset.mul_sum]
    refine Finset.sum_congr rfl fun p _ => ?_
    rw [Finset.prod_mul_distrib]
    ring
  have total : ∑ p : n → n ⊕ m, (C.submatrix p id).det * (D.submatrix p id).det
      = ((Fintype.card n).factorial : ℝ) * (Cᵀ * D).det := by
    simp_rw [det_rows (C.submatrix _ id), Finset.sum_mul]
    rw [Finset.sum_comm]
    have h : ∀ σ : Equiv.Perm n, ∑ p : n → n ⊕ m, ((Equiv.Perm.sign σ : ℤ) : ℝ) *
        (∏ i, (C.submatrix p id) i (σ i)) * (D.submatrix p id).det = (Cᵀ * D).det := by
      intro σ
      simp_rw [mul_assoc]
      rw [← Finset.mul_sum]
      refine (congrArg _ (key σ)).trans ?_
      rcases Int.units_eq_one_or (Equiv.Perm.sign σ) with h | h <;> simp [h]
    rw [Finset.sum_congr rfl fun σ _ => h σ, Finset.sum_const, Finset.card_univ,
      Fintype.card_perm, nsmul_eq_mul]
  have hpos : (0 : ℝ) < ((Fintype.card n).factorial : ℝ) := by
    exact_mod_cast Nat.factorial_pos _
  have hc : (√((Fintype.card n).factorial : ℝ))⁻¹ * (√((Fintype.card n).factorial : ℝ))⁻¹
      * ((Fintype.card n).factorial : ℝ) = 1 := by
    rw [← mul_inv, Real.mul_self_sqrt hpos.le, inv_mul_cancel₀ hpos.ne']
  have hs : ∀ p : n → n ⊕ m, slater C p * slater D p
      = ((√((Fintype.card n).factorial : ℝ))⁻¹ * (√((Fintype.card n).factorial : ℝ))⁻¹)
        * ((C.submatrix p id).det * (D.submatrix p id).det) := fun p => by
    simp only [slater]
    ring
  rw [Finset.sum_congr rfl fun p _ => hs p, ← Finset.mul_sum, total, ← mul_assoc, hc, one_mul]

/-- The determinant of the orbitals `[1; s t]` changes with `s` at the rate given by `T₁`
acting on it. -/
theorem hasDerivAt_slater (t : Matrix m n ℝ) (s : ℝ) :
    HasDerivAt (fun s : ℝ => slater (thoulessOrbitals (s • t)))
      (singles t (slater (thoulessOrbitals (s • t)))) s := by
  have hC : ∀ r j, HasDerivAt (fun s : ℝ => thoulessOrbitals (s • t) r j)
      (∑ q, excite t r q * thoulessOrbitals (s • t) q j) s := by
    rintro (k | a) j
    · refine (hasDerivAt_const s ((1 : Matrix n n ℝ) k j)).congr_deriv ?_
      simp [excite, Fintype.sum_sum_type]
    · refine ((hasDerivAt_id' s).mul_const (t a j)).congr_deriv ?_
      simp [excite, thoulessOrbitals, Fintype.sum_sum_type, Matrix.one_apply]
  refine hasDerivAt_pi.2 fun p => ?_
  -- product rule in every term of the determinant
  have hd := (HasDerivAt.fun_sum (u := Finset.univ) fun (σ : Equiv.Perm n) _ =>
    (HasDerivAt.fun_finsetProd (u := Finset.univ) fun i _ => hC (p i) (σ i)).const_mul
      ((Equiv.Perm.sign σ : ℤ) : ℝ)).const_mul (√((Fintype.card n).factorial : ℝ))⁻¹
  have hprod : ∀ (σ : Equiv.Perm n) (i : n) (q : n ⊕ m),
      ∏ j, thoulessOrbitals (s • t) (Function.update p i q j) (σ j)
        = thoulessOrbitals (s • t) q (σ i) *
          ∏ j ∈ Finset.univ.erase i, thoulessOrbitals (s • t) (p j) (σ j) := by
    intro σ i q
    rw [← Finset.mul_prod_erase Finset.univ _ (Finset.mem_univ i), Function.update_self]
    congr 1
    refine Finset.prod_congr rfl fun j hj => ?_
    rw [Function.update_of_ne (Finset.ne_of_mem_erase hj)]
  simp only [slater, det_rows, Matrix.submatrix_apply, id_eq]
  refine hd.congr_deriv ?_
  change _ = ∑ i, ∑ q, excite t (p i) q *
    slater (thoulessOrbitals (s • t)) (Function.update p i q)
  simp only [slater, det_rows, Matrix.submatrix_apply, id_eq]
  simp_rw [hprod, smul_eq_mul, Finset.mul_sum]
  rw [Finset.sum_comm]
  refine Finset.sum_congr rfl fun i _ => ?_
  rw [Finset.sum_comm]
  exact Finset.sum_congr rfl fun q _ => Finset.sum_congr rfl fun σ _ => by ring

/-- One direction of Thouless' theorem: `exp(T₁)` turns the reference determinant into the
determinant of the Thouless orbitals `[1; t]`. -/
theorem thouless (t : Matrix m n ℝ) :
    NormedSpace.exp (singles t) (slater (thoulessOrbitals 0)) = slater (thoulessOrbitals t) := by
  -- `exp(s T₁) Ψ(1 - s)` does not depend on `s`
  have hg : ∀ s : ℝ, HasDerivAt (fun s : ℝ => NormedSpace.exp (s • singles t)
      (slater (thoulessOrbitals ((1 - s) • t)))) 0 s := by
    intro s
    have h2 := HasDerivAt.scomp s (hasDerivAt_slater t (1 - s))
      ((hasDerivAt_id' s).const_sub 1)
    refine ((hasDerivAt_exp_smul_const (singles t) s).clm_apply h2).congr_deriv ?_
    simp
  have h := is_const_of_deriv_eq_zero (fun s => (hg s).differentiableAt)
    (fun s => (hg s).deriv) 1 0
  simpa using h

/-- The Gram matrix of the Thouless orbitals is `1 + tᵀ t`. -/
theorem gram (t : Matrix m n ℝ) :
    (thoulessOrbitals t)ᵀ * thoulessOrbitals t = 1 + tᵀ * t := by
  simp [thoulessOrbitals, Matrix.transpose_fromRows, Matrix.fromCols_mul_fromRows]

/-- The part of `exp(T₁)Φ₀` beyond the reference `Φ₀` has squared norm `det(1 + tᵀ t) - 1`. -/
theorem excited_norm_sq (t : Matrix m n ℝ) :
    ∑ p, (NormedSpace.exp (singles t) (slater (thoulessOrbitals 0)) p
      - slater (thoulessOrbitals 0) p) ^ 2 = (1 + tᵀ * t).det - 1 := by
  -- intermediate normalisation: the reference orbitals overlap with `[1; t]` in the unit matrix
  have h1 : ∀ u : Matrix m n ℝ, (thoulessOrbitals (0 : Matrix m n ℝ))ᵀ * thoulessOrbitals u
      = (1 : Matrix n n ℝ) := fun u => by
    simp [thoulessOrbitals, Matrix.transpose_fromRows, Matrix.fromCols_mul_fromRows]
  have e : ∀ f g : (n → n ⊕ m) → ℝ, ∑ p, (f p - g p) ^ 2
      = ∑ p, f p * f p - 2 * ∑ p, g p * f p + ∑ p, g p * g p := fun f g => by
    rw [Finset.mul_sum, ← Finset.sum_sub_distrib, ← Finset.sum_add_distrib]
    exact Finset.sum_congr rfl fun p _ => by ring
  rw [thouless, e, slater_overlap, slater_overlap, slater_overlap, h1 t, h1 0, gram,
    Matrix.det_one]
  ring

/-- The Gram matrix `1 + tᵀ t` of the Thouless orbitals is positive definite; its determinant
is the squared norm of `exp(T₁)` on the reference, equals `det(1 + t tᵀ)` and is at least 1. -/
theorem thouless_norm_sq [DecidableEq m] (t : Matrix m n ℝ) :
    ((thoulessOrbitals t)ᵀ * thoulessOrbitals t).PosDef ∧
    ∑ p, NormedSpace.exp (singles t) (slater (thoulessOrbitals 0)) p ^ 2
      = (1 + tᵀ * t).det ∧
    (1 + tᵀ * t).det = (1 + t * tᵀ).det ∧ 1 ≤ (1 + tᵀ * t).det := by
  refine ⟨?_, ?_, Matrix.det_one_add_mul_comm _ _, ?_⟩
  · have h := Matrix.PosDef.one.add_posSemidef (Matrix.posSemidef_conjTranspose_mul_self t)
    rw [Matrix.conjTranspose_eq_transpose_of_trivial] at h
    rwa [gram]
  · simp_rw [thouless, pow_two]
    rw [slater_overlap, gram]
  · have h := excited_norm_sq t
    have h0 := Finset.sum_nonneg fun p (_ : p ∈ Finset.univ) =>
      sq_nonneg (NormedSpace.exp (singles t) (slater (thoulessOrbitals 0)) p
        - slater (thoulessOrbitals 0) p)
    linarith

omit [Fintype m] in
/-- The component of a Thouless determinant with electron `i` moved to the virtual orbital `a`
is the amplitude `t a i`, up to the normalisation factor. -/
theorem slater_single (t : Matrix m n ℝ) (a : m) (i : n) :
    slater (thoulessOrbitals t) (Function.update Sum.inl i (Sum.inr a))
      = (√((Fintype.card n).factorial : ℝ))⁻¹ * t a i := by
  have h : (thoulessOrbitals t).submatrix (Function.update Sum.inl i (Sum.inr a)) id
      = (1 : Matrix n n ℝ).updateRow i (t a) := by
    ext k j
    by_cases hk : k = i
    · subst hk
      simp [thoulessOrbitals]
    · simp [thoulessOrbitals, hk]
  rw [slater, h, ← Matrix.cramer_transpose_apply, Matrix.transpose_one, Matrix.cramer_one]
  rfl

/-- The squared norm `det(1 + tᵀ t)` equals 1 exactly when all singles amplitudes vanish. -/
theorem det_eq_one_iff (t : Matrix m n ℝ) : (1 + tᵀ * t).det = 1 ↔ t = 0 := by
  constructor
  · intro h
    have h0 := excited_norm_sq t
    rw [h, sub_self, Finset.sum_eq_zero_iff_of_nonneg fun p _ => sq_nonneg _] at h0
    ext a i
    -- compare the singly excited components
    have h1 := h0 (Function.update Sum.inl i (Sum.inr a)) (Finset.mem_univ _)
    rw [thouless, slater_single, slater_single, Matrix.zero_apply, mul_zero, sub_zero] at h1
    have hc : (√((Fintype.card n).factorial : ℝ))⁻¹ ≠ 0 := by positivity
    exact (mul_eq_zero.1 (pow_eq_zero_iff two_ne_zero |>.1 h1)).resolve_left hc
  · rintro rfl
    simp

end

end ThoulessDeterminant
```

```lean
#print axioms ThoulessDeterminant.thouless_norm_sq
#print axioms ThoulessDeterminant.det_eq_one_iff
```

```
'ThoulessDeterminant.thouless_norm_sq' depends on axioms: [propext, Classical.choice, Quot.sound]
'ThoulessDeterminant.det_eq_one_iff' depends on axioms: [propext, Classical.choice, Quot.sound]
```

## From permutations to the equality case in Lean

`det_rows` writes a determinant as a sum over permutations with the electrons as row index. In `slater_overlap`, the step `key` fixes one permutation $\sigma$ of the first determinant. There `Finset.prod_univ_sum` is the factorisation over electrons, and `Matrix.det_permute` supplies the sign. The step `total` then adds the $n!$ equal terms, and `hc` cancels the normalisation.

`hasDerivAt_slater` is the flow equation $\Psi'(s)=T_1\Psi(s)$. Its first step, `hC`, is $C'=XC$, checked separately for occupied and virtual rows. `HasDerivAt.fun_finsetProd` is the product rule, and `hprod` shows that relabelling electron $i$ changes only that electron's factor. The remaining lines match the two sums term by term.

In `thouless`, the step `hg` shows that $e^{sT_1}\Psi(1-s)$ has derivative zero, and `is_const_of_deriv_eq_zero` compares $s=1$ with $s=0$.

`gram` is a block multiplication. `excited_norm_sq` expands the square and evaluates three overlaps, with `h1` giving the intermediate normalisation. In `thouless_norm_sq`, positive definiteness comes from adding the unit matrix to the positive semidefinite $t^Tt$; `Matrix.det_one_add_mul_comm` exchanges $t^Tt$ for $tt^T$; and the bound follows because a sum of squares is nonnegative.

`slater_single` computes the singly excited component as the determinant of a unit matrix with one row replaced, using Cramer's rule. `det_eq_one_iff` uses it after the vanishing sum of squares has forced every component of $\Psi-\Phi_0$ to be zero.

## Normalising the determinant in a program

In a coupled-cluster wavefunction with singles and doubles, $e^{T_1+T_2}\Phi_0=e^{T_2}e^{T_1}\Phi_0$, because excitation operators commute. The result describes the factor $e^{T_1}\Phi_0$ for real amplitudes in a finite basis, not the norm of the full correlated state.

A program that needs this determinant with orthonormal orbitals can take a Cholesky factorisation $1+t^Tt=LL^T$, which exists because the matrix is positive definite, and replace $C$ by $CL^{-T}$. With `t` over spin orbitals, stored as virtual by occupied, this reads in NumPy:

```python
n = t.shape[1]
C = np.vstack([np.eye(n), t])
L = np.linalg.cholesky(C.T @ C)
C_orth = np.linalg.solve(L, C.T).T
log_norm2 = 2 * np.log(np.diag(L)).sum()
```

The last line gives $\ln\|\Psi\|^2$; working with the logarithm avoids overflow when the determinant is large. If a closed-shell program stores one spatial block of amplitudes for both spins, using that block as `t` gives half of $\ln\|\Psi\|^2$, because each spin contributes the same determinant. If only the norm is needed, the identity $\det(1+t^Tt)=\det(1+tt^T)$ lets the program factorise the smaller of the two matrices. With more virtual than occupied orbitals, that is the occupied one used here.
